# Circularly polarised light gaps a Dirac cone by 2a²/w at first order in 1/w

At the Dirac point the Hamiltonian of a massless cone is zero, so only the light acts. Let s = ±1 label the valley, a the real coupling strength, held fixed when orders in 1/w are counted, and w > 0 the frequency, with ħ = 1. With Pauli matrices σx, σy, σz, the drive is

V(t) = a(s cos(wt) σx + sin(wt) σy) = e^{iwt} F + e^{−iwt} G,

F = (a/2)(s σx − i σy), G = (a/2)(s σx + i σy).

V averages to zero over a period, but for a ≠ 0 the matrices F and G do not commute. Since σxσy = iσz = −σyσx,

[F, G] = (a²/4)(2is)[σx, σy] = (a²/4)(2is)(2iσz) = −s a² σz.

The first-order high-frequency correction [F, G]/w therefore has eigenvalues ±a²/w, and for a ≠ 0 the two levels are 2a²/w apart.

## From the drive to the gapped bands

The correction comes from a change of frame. Take

K(t) = (a/w)(s sin(wt) σx − cos(wt) σy),

so that K′ = V. For a static Hamiltonian H₀, the unitary exp(iK) turns H₀ + V into

H₀ + V − K′ + i[K, H₀] + i[K, V] − (i/2)[K, K′] + O(1/w²)
= H₀ + i[K, H₀] + (i/2)[K, V] + O(1/w²).

The term i[K, H₀] has zero mean and affects the static Hamiltonian only at higher order. The other term is constant:

(i/2)[K, V] = (i/2)(2i s a²/w)(sin²(wt) + cos²(wt)) σz = −s(a²/w) σz = [F, G]/w.

At momentum (p, q) and velocity v ≠ 0, H₀ = v(sp σx + q σy). The drive V is what H₀ gains when the light's vector potential shifts the momentum by (a/v)(cos(wt), sin(wt)). At fixed electric-field amplitude this shift, and with it a, is itself proportional to 1/w. Writing m = a²/w, the effective Hamiltonian is

H = v(sp σx + q σy) − s m σz.

Distinct Pauli matrices anticommute, so the cross terms in H² cancel. Each Pauli matrix squares to the identity and s² = 1, hence

H² = (v²(p² + q²) + m²) · 1.

The levels follow from

det(H − E) = (−sm − E)(sm − E) − v²(p² + q²) = E² − m² − v²(p² + q²).

Thus E is a level exactly when E² = v²(p² + q²) + m², which forces |E| ≥ m. Conversely, if v ≠ 0 and |E| ≥ m, the momentum p = √(E² − m²)/v, q = 0 realises E.

In this non-interacting two-band model, the result describes how light can open a gap in a graphene-like electronic structure. The approximation is meant for w large compared with a and v√(p² + q²).

## The cone, the light and the energy levels in Lean

```lean
import Mathlib

open Matrix

namespace FloquetDiracGap

noncomputable section
```

Operators are complex 2 × 2 matrices acting on the pseudospin.

```lean
/-- The Pauli matrix σx. -/
def σx : Matrix (Fin 2) (Fin 2) ℂ := !![0, 1; 1, 0]

/-- The Pauli matrix σy. -/
def σy : Matrix (Fin 2) (Fin 2) ℂ := !![0, -Complex.I; Complex.I, 0]

/-- The Pauli matrix σz. -/
def σz : Matrix (Fin 2) (Fin 2) ℂ := !![1, 0; 0, -1]

/-- The commutator of two operators. -/
def comm (A B : Matrix (Fin 2) (Fin 2) ℂ) : Matrix (Fin 2) (Fin 2) ℂ := A * B - B * A
```

The parameters are real and are cast to complex numbers inside the matrices. `cone` is H₀, and `drive` is V(t).

```lean
/-- The Dirac cone of valley `s` with velocity `v` at momentum `(p, q)`. -/
def cone (s v p q : ℝ) : Matrix (Fin 2) (Fin 2) ℂ :=
  (v : ℂ) • (((s : ℂ) * (p : ℂ)) • σx + (q : ℂ) • σy)

/-- The coupling to circularly polarised light of strength `a` and frequency `w` at time `t`. -/
def drive (s a w t : ℝ) : Matrix (Fin 2) (Fin 2) ℂ :=
  (a : ℂ) • (((s : ℂ) * (Real.cos (w * t) : ℂ)) • σx + (Real.sin (w * t) : ℂ) • σy)

/-- The Fourier component `F` of the drive. -/
def F (s a : ℝ) : Matrix (Fin 2) (Fin 2) ℂ :=
  ((a : ℂ) / 2) • ((s : ℂ) • σx - Complex.I • σy)

/-- The Fourier component `G` of the drive. -/
def G (s a : ℝ) : Matrix (Fin 2) (Fin 2) ℂ :=
  ((a : ℂ) / 2) • ((s : ℂ) • σx + Complex.I • σy)
```

`kick` is K(t). `effective` is defined as the truncated Hamiltonian H₀ + [F, G]/w; the expansion leading to it, and its error, belong to the derivation above.

```lean
/-- The micromotion (kick) operator at time `t`. -/
def kick (s a w t : ℝ) : Matrix (Fin 2) (Fin 2) ℂ :=
  ((a : ℂ) / (w : ℂ)) •
    (((s : ℂ) * (Real.sin (w * t) : ℂ)) • σx - (Real.cos (w * t) : ℂ) • σy)

/-- The effective Hamiltonian to first order in the inverse frequency. -/
def effective (s v a w p q : ℝ) : Matrix (Fin 2) (Fin 2) ℂ :=
  cone s v p q + (1 / (w : ℂ)) • comm (F s a) (G s a)
```

A level is a real eigenvalue with a nonzero eigenvector, which need not be normalised.

```lean
/-- `E` is an energy level of `H`: some nonzero spinor is an eigenvector with eigenvalue `E`. -/
def IsLevel (H : Matrix (Fin 2) (Fin 2) ℂ) (E : ℝ) : Prop :=
  ∃ ψ : Fin 2 → ℂ, ψ ≠ 0 ∧ H *ᵥ ψ = (E : ℂ) • ψ
```

## Fourier components and the origin of the mass

Euler's formula reduces the first identity to a comparison of the σx and σy coefficients.

```lean
/-- The drive is the sum of `F` and `G` rotating with opposite phases. -/
theorem drive_fourier (s a w t : ℝ) :
    drive s a w t = Complex.exp (((w * t : ℝ) : ℂ) * Complex.I) • F s a
      + Complex.exp (((-(w * t) : ℝ) : ℂ) * Complex.I) • G s a := by
  have key : ∀ x : ℝ, Complex.exp ((x : ℂ) * Complex.I)
      = (Real.cos x : ℂ) + (Real.sin x : ℂ) * Complex.I := fun x => by
    rw [Complex.exp_mul_I, Complex.ofReal_cos, Complex.ofReal_sin]
  rw [key, key, Real.cos_neg, Real.sin_neg, drive, F, G]
  generalize Real.cos (w * t) = c
  generalize Real.sin (w * t) = d
  rw [Complex.ofReal_neg]
  -- compare the coefficients of σx and σy
  match_scalars <;> first
    | ring1
    | linear_combination ((a : ℂ) * d) * Complex.I_sq
```

The general in-plane commutator is checked entry by entry, then applied to F and G.

```lean
/-- The commutator of two in-plane pseudospin operators points along σz. -/
theorem comm_inplane (x y x' y' : ℂ) :
    comm (x • σx + y • σy) (x' • σx + y' • σy)
      = (2 * Complex.I * (x * y' - y * x')) • σz := by
  ext i j
  fin_cases i <;> fin_cases j <;>
    simp [comm, σx, σy, σz] <;> ring

/-- The commutator of the two Fourier components is `-s a² σz`. -/
theorem harmonic_comm (s a : ℝ) :
    comm (F s a) (G s a) = (-((s : ℂ) * (a : ℂ) ^ 2)) • σz := by
  have hF : F s a = ((a : ℂ) * s / 2) • σx + (-((a : ℂ) * Complex.I / 2)) • σy := by
    unfold F; module
  have hG : G s a = ((a : ℂ) * s / 2) • σx + ((a : ℂ) * Complex.I / 2) • σy := by
    unfold G; module
  rw [hF, hG, comm_inplane]
  congr 1
  linear_combination ((s : ℂ) * (a : ℂ) ^ 2) * Complex.I_sq
```

The next theorem states K′ = V for each matrix entry, and the identity for (i/2)[K, V] at every time. Its second half uses `comm_inplane` and then sin² + cos² = 1, stored as `hN`.

```lean
/-- The kick operator `K` has the drive `V` as its time derivative, and `(i/2)[K, V]` equals
`[F, G]/w` at every time. -/
theorem kick_generates_correction (s a w t : ℝ) (hw : w ≠ 0) :
    (∀ i j, HasDerivAt (fun τ => kick s a w τ i j) (drive s a w t i j) t) ∧
    (Complex.I / 2) • comm (kick s a w t) (drive s a w t)
      = (1 / (w : ℂ)) • comm (F s a) (G s a) := by
  constructor
  · intro i j
    have hl : HasDerivAt (fun τ : ℝ => w * τ) w t := by
      simpa using (hasDerivAt_id t).const_mul w
    have hS := hl.sin.ofReal_comp
    have hC := hl.cos.ofReal_comp
    have hK := (((hS.const_mul (s : ℂ)).mul_const (σx i j)).fun_sub
      (hC.mul_const (σy i j))).const_mul ((a : ℂ) / (w : ℂ))
    have e : (fun τ => kick s a w τ i j) = fun τ : ℝ => ((a : ℂ) / (w : ℂ)) *
        ((s : ℂ) * (Real.sin (w * τ) : ℂ) * σx i j - (Real.cos (w * τ) : ℂ) * σy i j) := by
      funext τ
      simp only [kick, Matrix.smul_apply, Matrix.sub_apply, smul_eq_mul]
    rw [e]
    refine hK.congr_deriv ?_
    have h : (a : ℂ) / (w : ℂ) * (w : ℂ) = a :=
      div_mul_cancel₀ _ (Complex.ofReal_ne_zero.mpr hw)
    simp only [drive, Matrix.smul_apply, Matrix.add_apply, smul_eq_mul,
      Complex.ofReal_mul, Complex.ofReal_neg]
    linear_combination ((s : ℂ) * (Real.cos (w * t) : ℂ) * σx i j
      + (Real.sin (w * t) : ℂ) * σy i j) * h
  · have hN : (Real.sin (w * t) : ℂ) ^ 2 + (Real.cos (w * t) : ℂ) ^ 2 = 1 := by
      exact_mod_cast Real.sin_sq_add_cos_sq (w * t)
    rw [harmonic_comm, kick, drive]
    generalize (Real.sin (w * t) : ℂ) = S at hN ⊢
    generalize (Real.cos (w * t) : ℂ) = C at hN ⊢
    have h1 : ((a : ℂ) / (w : ℂ)) • (((s : ℂ) * S) • σx - C • σy)
        = ((a : ℂ) / w * (s * S)) • σx + (-((a : ℂ) / w * C)) • σy := by module
    have h2 : (a : ℂ) • (((s : ℂ) * C) • σx + S • σy)
        = ((a : ℂ) * (s * C)) • σx + ((a : ℂ) * S) • σy := by module
    rw [h1, h2, comm_inplane, smul_smul, smul_smul]
    congr 1
    -- the oscillating parts combine into sin² + cos² = 1
    linear_combination ((a : ℂ) ^ 2 / w * s * (S ^ 2 + C ^ 2)) * Complex.I_sq
      - ((a : ℂ) ^ 2 / w * s) * hN
```

## The squared Hamiltonian and its spectrum

The mass enters through `m * w = a ^ 2`, which for nonzero w means m = a²/w.

```lean
/-- The effective Hamiltonian is the Dirac cone with a mass term `-s m σz`, where `m w = a²`. -/
theorem effective_eq (s v a w p q m : ℝ) (hw : w ≠ 0) (hm : m * w = a ^ 2) :
    effective s v a w p q = cone s v p q - ((s : ℂ) * (m : ℂ)) • σz := by
  have hwc : (w : ℂ) ≠ 0 := Complex.ofReal_ne_zero.mpr hw
  have hmc : (m : ℂ) * (w : ℂ) = (a : ℂ) ^ 2 := by exact_mod_cast hm
  have hk : 1 / (w : ℂ) * (-((s : ℂ) * (a : ℂ) ^ 2)) = -((s : ℂ) * (m : ℂ)) := by
    rw [← hmc]; field_simp
  rw [effective, harmonic_comm, smul_smul, hk]
  module
```

Inside the next proof, `sq` squares a general combination of Pauli matrices; `hs2` supplies s² = 1.

```lean
/-- The effective Hamiltonian squares to `v²(p² + q²) + m²` times the identity,
where `m w = a²`. -/
theorem effective_sq (s v a w p q m : ℝ) (hs : s = 1 ∨ s = -1) (hw : w ≠ 0)
    (hm : m * w = a ^ 2) :
    effective s v a w p q * effective s v a w p q
      = ((v ^ 2 * (p ^ 2 + q ^ 2) + m ^ 2 : ℝ) : ℂ) • (1 : Matrix (Fin 2) (Fin 2) ℂ) := by
  have hs2 : (s : ℂ) ^ 2 = 1 := by rcases hs with rfl | rfl <;> simp
  -- the three Pauli matrices anticommute, so only the squares survive
  have sq : ∀ x y z : ℂ, (x • σx + y • σy + z • σz) * (x • σx + y • σy + z • σz)
      = (x ^ 2 + y ^ 2 + z ^ 2) • (1 : Matrix (Fin 2) (Fin 2) ℂ) := by
    intro x y z
    ext i j
    fin_cases i <;> fin_cases j <;>
      simp [σx, σy, σz, Matrix.mul_apply, Fin.sum_univ_succ] <;> first
        | ring1
        | linear_combination (-(y ^ 2)) * Complex.I_sq
  have h : effective s v a w p q = ((v : ℂ) * (s * p)) • σx + ((v : ℂ) * q) • σy
      + (-((s : ℂ) * m)) • σz := by
    rw [effective_eq s v a w p q m hw hm, cone]; module
  rw [h, sq]
  congr 1
  push_cast
  linear_combination ((v : ℂ) ^ 2 * p ^ 2 + (m : ℂ) ^ 2) * hs2
```

For the levels, `hdet` is the determinant computed above, and `h1` says that a nonzero eigenvector exists exactly when that determinant vanishes.

```lean
/-- `E` is a level of the effective Hamiltonian exactly when `E² = v²(p² + q²) + m²`,
where `m w = a²`. -/
theorem isLevel_iff (s v a w p q m E : ℝ) (hs : s = 1 ∨ s = -1) (hw : w ≠ 0)
    (hm : m * w = a ^ 2) :
    IsLevel (effective s v a w p q) E ↔ E ^ 2 = v ^ 2 * (p ^ 2 + q ^ 2) + m ^ 2 := by
  have hs2 : (s : ℂ) ^ 2 = 1 := by rcases hs with rfl | rfl <;> simp
  have hdet : (effective s v a w p q - (E : ℂ) • (1 : Matrix (Fin 2) (Fin 2) ℂ)).det
      = ((E ^ 2 : ℝ) : ℂ) - ((v ^ 2 * (p ^ 2 + q ^ 2) + m ^ 2 : ℝ) : ℂ) := by
    rw [effective_eq s v a w p q m hw hm, Matrix.det_fin_two]
    simp [cone, σx, σy, σz]
    linear_combination (-((m : ℂ) ^ 2 + (v : ℂ) ^ 2 * p ^ 2)) * hs2
      + ((v : ℂ) ^ 2 * q ^ 2) * Complex.I_sq
  have h1 : IsLevel (effective s v a w p q) E ↔
      (effective s v a w p q - (E : ℂ) • (1 : Matrix (Fin 2) (Fin 2) ℂ)).det = 0 := by
    rw [← Matrix.exists_mulVec_eq_zero_iff]
    simp only [IsLevel, Matrix.sub_mulVec, Matrix.smul_mulVec, Matrix.one_mulVec, sub_eq_zero]
  rw [h1, hdet, sub_eq_zero, Complex.ofReal_inj]
```

`floquet_bands` collects the levels of `effective` over all momenta, for v ≠ 0, including large momenta at which the high-frequency approximation no longer holds. The forward direction drops the nonnegative kinetic term; the reverse supplies the momentum chosen above.

```lean
/-- For `v ≠ 0`, the levels of the effective Hamiltonian, taken over all momenta, are exactly the
energies with `|E| ≥ a²/w`. -/
theorem floquet_bands (s v a w E : ℝ) (hs : s = 1 ∨ s = -1) (hv : v ≠ 0) (hw : 0 < w) :
    (∃ p q, IsLevel (effective s v a w p q) E) ↔ a ^ 2 / w ≤ |E| := by
  have hm : a ^ 2 / w * w = a ^ 2 := div_mul_cancel₀ _ hw.ne'
  have hm0 : 0 ≤ a ^ 2 / w := by positivity
  generalize a ^ 2 / w = m at hm hm0 ⊢
  constructor
  · rintro ⟨p, q, h⟩
    rw [isLevel_iff s v a w p q m E hs hw.ne' hm] at h
    have hk : 0 ≤ v ^ 2 * (p ^ 2 + q ^ 2) := by positivity
    have h2 := sq_le_sq.mp (show m ^ 2 ≤ E ^ 2 by linarith)
    rwa [abs_of_nonneg hm0] at h2
  · intro h
    have hle : m ^ 2 ≤ E ^ 2 := sq_le_sq.mpr (by rwa [abs_of_nonneg hm0])
    -- choose the momentum `(p, 0)` with `v²p² = E² - m²`
    refine ⟨Real.sqrt (E ^ 2 - m ^ 2) / v, 0,
      (isLevel_iff s v a w _ 0 m E hs hw.ne' hm).mpr ?_⟩
    rw [div_pow, Real.sq_sqrt (sub_nonneg.mpr hle)]
    have hc : v ^ 2 * ((E ^ 2 - m ^ 2) / v ^ 2) = E ^ 2 - m ^ 2 := by field_simp
    linear_combination -hc
```

At the Dirac point, E² = m² factors as (E + m)(E − m) = 0. The hypothesis `ha` makes the two roots distinct, and v may take any value because the cone vanishes there.

```lean
/-- At the Dirac point the effective Hamiltonian has exactly two levels, `2a²/w` apart, when `a ≠
0`. -/
theorem dirac_point_gap (s v a w : ℝ) (hs : s = 1 ∨ s = -1) (ha : a ≠ 0) (hw : 0 < w) :
    ∃ E₁ E₂ : ℝ, E₁ < E₂ ∧
      (∀ E, IsLevel (effective s v a w 0 0) E ↔ E = E₁ ∨ E = E₂) ∧
      E₂ - E₁ = 2 * a ^ 2 / w := by
  have hm : a ^ 2 / w * w = a ^ 2 := div_mul_cancel₀ _ hw.ne'
  have hpos : 0 < a ^ 2 / w := by positivity
  refine ⟨-(a ^ 2 / w), a ^ 2 / w, by linarith, fun E => ?_, by ring⟩
  rw [isLevel_iff s v a w 0 0 (a ^ 2 / w) E hs hw.ne' hm]
  constructor
  · intro h
    have h0 : (E + a ^ 2 / w) * (E - a ^ 2 / w) = 0 := by linear_combination h
    rcases mul_eq_zero.mp h0 with h1 | h1
    · left; linarith
    · right; linarith
  · rintro (rfl | rfl) <;> ring

end

end FloquetDiracGap
```

```lean
#print axioms FloquetDiracGap.kick_generates_correction
#print axioms FloquetDiracGap.effective_sq
#print axioms FloquetDiracGap.floquet_bands
#print axioms FloquetDiracGap.dirac_point_gap
```

```
'FloquetDiracGap.kick_generates_correction' depends on axioms: [propext, Classical.choice, Quot.sound]
'FloquetDiracGap.effective_sq' depends on axioms: [propext, Classical.choice, Quot.sound]
'FloquetDiracGap.floquet_bands' depends on axioms: [propext, Classical.choice, Quot.sound]
'FloquetDiracGap.dirac_point_gap' depends on axioms: [propext, Classical.choice, Quot.sound]
```
